# For $a,b>0$ and $p>q>0$, the energy $ar^{-p}-br^{-q}$ reaches zero energy, zero pressure and zero bulk modulus at three successive radii

The energy per particle is taken to depend on a single radius $r>0$ and the volume per particle to be $V=wr^d$ with $w,d>0$, so that pressure and bulk modulus become expressions in $r$-derivatives. For $e(r)=ar^{-p}-br^{-q}$ with $a,b>0$ and $p>q>0$, the file shows that each of $e$, $e'$ and $r^2e''-(d-1)re'$ has exactly one positive zero, and that these zeros increase in that order.

```lean
import Mathlib

open Filter Topology

namespace ElectronGasRadii

noncomputable section

/-- Energy per particle `a r^(-p) - b r^(-q)` at the radius `r > 0`. -/
def energy (a b p q r : ℝ) : ℝ := a * r ^ (-p) - b * r ^ (-q)

/-- The radius `(A/B)^(1/(p-q))`, for `A, B > 0` and `p ≠ q`. -/
def balanceRadius (A B p q : ℝ) : ℝ := (A / B) ^ (1 / (p - q))

/-- Volume per particle `w r^d` in dimension `d`, with geometric prefactor `w`. -/
def volume (w d r : ℝ) : ℝ := w * r ^ d

/-- Pressure `-de/dV`, written with derivatives in `r`, for `r > 0` and `w, d ≠ 0`. -/
def pressure (w d : ℝ) (e : ℝ → ℝ) (r : ℝ) : ℝ :=
  -(deriv e r / deriv (volume w d) r)

/-- Bulk modulus `-V dP/dV`, written with derivatives in `r`, for `r > 0` and `w, d ≠ 0`. -/
def bulkModulus (w d : ℝ) (e : ℝ → ℝ) (r : ℝ) : ℝ :=
  -(volume w d r * deriv (pressure w d e) r / deriv (volume w d) r)

/-- For `A, B > 0`, `p > q` and `r > 0`, the energy factors through the difference of
the powers `p - q` of the balance radius and of `r`. -/
theorem energy_factor {A B p q r : ℝ} (hA : 0 < A) (hB : 0 < B) (hqp : q < p)
    (hr : 0 < r) : energy A B p q r =
      B * r ^ (-p) * (balanceRadius A B p q ^ (p - q) - r ^ (p - q)) := by
  have hR : balanceRadius A B p q ^ (p - q) = A / B := by
    unfold balanceRadius
    rw [← Real.rpow_mul (div_pos hA hB).le, one_div_mul_cancel (sub_pos.2 hqp).ne',
      Real.rpow_one]
  have hpow : r ^ (-q) = r ^ (-p) * r ^ (p - q) := by
    rw [← Real.rpow_add hr]
    congr 1
    ring
  have hAB : B * (A / B) = A := by field_simp
  rw [hR]
  unfold energy
  rw [hpow]
  linear_combination (-(r ^ (-p))) * hAB

/-- For `A, B > 0`, `p > q` and `r > 0`, the energy vanishes exactly at the balance radius
and is positive exactly below it. -/
theorem energy_sign {A B p q r : ℝ} (hA : 0 < A) (hB : 0 < B) (hqp : q < p)
    (hr : 0 < r) : (energy A B p q r = 0 ↔ r = balanceRadius A B p q) ∧
      (0 < energy A B p q r ↔ r < balanceRadius A B p q) := by
  have hR : 0 < balanceRadius A B p q := Real.rpow_pos_of_pos (div_pos hA hB) _
  have hc : 0 < B * r ^ (-p) := mul_pos hB (Real.rpow_pos_of_pos hr _)
  have hs : 0 < p - q := sub_pos.2 hqp
  rw [energy_factor hA hB hqp hr]
  constructor
  · rw [mul_eq_zero, or_iff_right hc.ne', sub_eq_zero,
      Real.rpow_left_inj hR.le hr.le hs.ne', eq_comm]
  · rw [mul_pos_iff_of_pos_left hc, sub_pos, Real.rpow_lt_rpow_iff hr.le hR.le hs]

/-- At `r > 0` the derivative of the energy is again a difference of two powers, with both exponents
lowered by one. -/
theorem hasDerivAt_energy (a b p q : ℝ) {r : ℝ} (hr : 0 < r) :
    HasDerivAt (energy a b p q) (energy (-(a * p)) (-(b * q)) (p + 1) (q + 1) r) r := by
  have h : HasDerivAt (energy a b p q)
      (a * (-p * r ^ (-p - 1)) - b * (-q * r ^ (-q - 1))) r :=
    ((Real.hasDerivAt_rpow_const (p := -p) (Or.inl hr.ne')).const_mul a).fun_sub
      ((Real.hasDerivAt_rpow_const (p := -q) (Or.inl hr.ne')).const_mul b)
  refine h.congr_deriv ?_
  unfold energy
  rw [show -(p + 1) = -p - 1 by ring, show -(q + 1) = -q - 1 by ring]
  ring

/-- At `r > 0` the second derivative of the energy is a difference of two powers, with both
exponents lowered by two. -/
theorem hasDerivAt_deriv_energy (a b p q : ℝ) {r : ℝ} (hr : 0 < r) :
    HasDerivAt (deriv (energy a b p q))
      (energy (-(-(a * p) * (p + 1))) (-(-(b * q) * (q + 1))) (p + 1 + 1) (q + 1 + 1) r) r := by
  refine (hasDerivAt_energy _ _ _ _ hr).congr_of_eventuallyEq ?_
  filter_upwards [Ioi_mem_nhds hr] with x hx
  exact (hasDerivAt_energy a b p q hx).deriv

/-- For `r > 0`, both `r e'` and `r² e'' - (d-1) r e'` are differences of the same two powers
as the energy itself, with new coefficients. -/
theorem radial_derivatives (a b p q d : ℝ) {r : ℝ} (hr : 0 < r) :
    r * deriv (energy a b p q) r = -energy (a * p) (b * q) p q r ∧
    r ^ 2 * deriv (deriv (energy a b p q)) r - (d - 1) * r * deriv (energy a b p q) r =
      energy (a * (p * (p + d))) (b * (q * (q + d))) p q r := by
  have hs : ∀ s : ℝ, r ^ (-(s + 1)) = r ^ (-s) / r := fun s => by
    rw [neg_add, ← sub_eq_add_neg, Real.rpow_sub_one hr.ne']
  rw [(hasDerivAt_deriv_energy a b p q hr).deriv, (hasDerivAt_energy a b p q hr).deriv]
  unfold energy
  simp only [hs]
  generalize r ^ (-p) = x
  generalize r ^ (-q) = y
  constructor
  · field_simp
    ring
  · field_simp
    ring

/-- For `a, b > 0`, `p > q > 0` and `d > 0`, each of `e`, `e'` and `r² e'' - (d-1) r e'` has
exactly one positive zero, and the zero of `e'` lies strictly between the other two. -/
theorem zeros_ordered {a b p q d : ℝ} (ha : 0 < a) (hb : 0 < b) (hq : 0 < q)
    (hqp : q < p) (hd : 0 < d) :
    ∃ r₀ r₁ r₂ : ℝ, r₀ = balanceRadius a b p q ∧ r₁ = balanceRadius (a * p) (b * q) p q ∧
      r₂ = balanceRadius (a * (p * (p + d))) (b * (q * (q + d))) p q ∧
      0 < r₀ ∧ r₀ < r₁ ∧ r₁ < r₂ ∧ ∀ r : ℝ, 0 < r →
        (energy a b p q r = 0 ↔ r = r₀) ∧
        (deriv (energy a b p q) r = 0 ↔ r = r₁) ∧
        (r ^ 2 * deriv (deriv (energy a b p q)) r
          - (d - 1) * r * deriv (energy a b p q) r = 0 ↔ r = r₂) := by
  have hp : 0 < p := hq.trans hqp
  have hs : 0 < 1 / (p - q) := one_div_pos.2 (sub_pos.2 hqp)
  refine ⟨_, _, _, rfl, rfl, rfl, Real.rpow_pos_of_pos (div_pos ha hb) _, ?_, ?_, ?_⟩
  · -- the coefficient ratio grows by the factor p/q
    refine Real.rpow_lt_rpow (by positivity) ?_ hs
    rw [div_lt_div_iff₀ (by positivity) (by positivity)]
    have := mul_pos (mul_pos ha hb) (sub_pos.2 hqp)
    nlinarith
  · -- and then by the factor (p+d)/(q+d)
    refine Real.rpow_lt_rpow (by positivity) ?_ hs
    rw [div_lt_div_iff₀ (by positivity) (by positivity)]
    have := mul_pos (mul_pos (mul_pos ha hp) (mul_pos hb hq)) (sub_pos.2 hqp)
    nlinarith
  · intro r hr
    obtain ⟨h1, h2⟩ := radial_derivatives a b p q d hr
    refine ⟨(energy_sign ha hb hqp hr).1, ?_, ?_⟩
    · rw [← (energy_sign (mul_pos ha hp) (mul_pos hb hq) hqp hr).1, ← neg_eq_zero (a := energy _ _ _ _ _),
        ← h1, mul_eq_zero, or_iff_right hr.ne']
    · rw [h2]
      exact (energy_sign (by positivity) (by positivity) hqp hr).1

/-- For `w, d, r > 0` and an energy `e` whose derivative is differentiable at `r`, the bulk
modulus is `r² e'' - (d-1) r e'` divided by `d²` times the volume per particle. -/
theorem bulkModulus_eq {w d r : ℝ} {e : ℝ → ℝ} (hw : 0 < w) (hd : 0 < d) (hr : 0 < r)
    (he : DifferentiableAt ℝ (deriv e) r) :
    bulkModulus w d e r =
      (r ^ 2 * deriv (deriv e) r - (d - 1) * r * deriv e r) / (d ^ 2 * volume w d r) := by
  have hV : ∀ x : ℝ, 0 < x → deriv (volume w d) x = w * (d * x ^ (d - 1)) := fun x hx =>
    ((Real.hasDerivAt_rpow_const (p := d) (Or.inl hx.ne')).const_mul w).deriv
  have hne : w * (d * r ^ (d - 1)) ≠ 0 :=
    (mul_pos hw (mul_pos hd (Real.rpow_pos_of_pos hr _))).ne'
  -- differentiate the pressure by the quotient rule
  have hD := ((Real.hasDerivAt_rpow_const (p := d - 1) (Or.inl hr.ne')).const_mul d).const_mul w
  have hP := (he.hasDerivAt.fun_div hD hne).fun_neg
  have hP' := hP.congr_of_eventuallyEq (f₁ := pressure w d e) (by
    filter_upwards [Ioi_mem_nhds hr] with x hx
    simp only [pressure, hV x hx])
  unfold bulkModulus
  rw [hP'.deriv, hV r hr]
  unfold volume
  rw [Real.rpow_sub_one hr.ne' (d - 1), Real.rpow_sub_one hr.ne' d]
  have hy : 0 < r ^ d := Real.rpow_pos_of_pos hr d
  generalize r ^ d = y at hy ⊢
  field_simp

/-- For `a, b, w, d, r > 0` and `p > q > 0`, the bulk modulus is positive exactly when `r` is
below the zero of `r² e'' - (d-1) r e'`. -/
theorem bulkModulus_pos_iff {a b p q w d r : ℝ} (ha : 0 < a) (hb : 0 < b) (hq : 0 < q)
    (hqp : q < p) (hw : 0 < w) (hd : 0 < d) (hr : 0 < r) :
    0 < bulkModulus w d (energy a b p q) r ↔
      r < balanceRadius (a * (p * (p + d))) (b * (q * (q + d))) p q := by
  have hp : 0 < p := hq.trans hqp
  have hv : 0 < d ^ 2 * volume w d r :=
    mul_pos (pow_pos hd 2) (mul_pos hw (Real.rpow_pos_of_pos hr d))
  rw [bulkModulus_eq hw hd hr (hasDerivAt_deriv_energy a b p q hr).differentiableAt,
    (radial_derivatives a b p q d hr).2, div_pos_iff_of_pos_right hv]
  exact (energy_sign (by positivity) (by positivity) hqp hr).2

/-- In three dimensions, with energy `a/r² - b/r` and `a, b, w, r > 0`, the bulk modulus is
positive exactly for `r < 5a/(2b)`. -/
theorem bulkModulus_pos_iff_coulomb {a b w r : ℝ} (ha : 0 < a) (hb : 0 < b) (hw : 0 < w)
    (hr : 0 < r) :
    0 < bulkModulus w 3 (energy a b 2 1) r ↔ r < 5 * a / (2 * b) := by
  rw [bulkModulus_pos_iff ha hb one_pos one_lt_two hw three_pos hr]
  have h : balanceRadius (a * (2 * (2 + 3))) (b * (1 * (1 + 3))) 2 1 = 5 * a / (2 * b) := by
    unfold balanceRadius
    rw [show (1 : ℝ) / (2 - 1) = 1 by norm_num, Real.rpow_one,
      div_eq_div_iff (by positivity) (by positivity)]
    ring
  rw [h]

end

end ElectronGasRadii
```

```lean
#print axioms ElectronGasRadii.zeros_ordered
#print axioms ElectronGasRadii.bulkModulus_pos_iff_coulomb
```

```
'ElectronGasRadii.zeros_ordered' depends on axioms: [propext, Classical.choice, Quot.sound]
'ElectronGasRadii.bulkModulus_pos_iff_coulomb' depends on axioms: [propext, Classical.choice, Quot.sound]
```

## Three radii and their formulas

The main theorem, `zeros_ordered`, provides radii $0<r_0<r_1<r_2$. For every $r>0$, the energy vanishes if and only if $r=r_0$, its derivative if and only if $r=r_1$, and the third expression if and only if $r=r_2$. The radii are

$$r_0=\left(\frac ab\right)^{\frac1{p-q}},\quad r_1=\left(\frac{ap}{bq}\right)^{\frac1{p-q}},\quad r_2=\left(\frac{ap(p+d)}{bq(q+d)}\right)^{\frac1{p-q}}.$$

In Lean, all three are values of `balanceRadius`. The exponents and the dimension `d` are real numbers, and `deriv` is Mathlib's derivative.

## Pressure and stability

The term with $a$ dominates at small $r$ and favours expansion; the term with $b$ favours contraction. With $p=2$ and $q=1$, $a$ and $b$ stand for the kinetic and exchange coefficients of the unpolarised uniform electron gas in the Hartree–Fock approximation with plane waves, correlation being left out; $r$ is then the density parameter $r_s$.

The definitions `pressure` and `bulkModulus` encode $P=-e'/V'$ and $B=-VP'/V'$, where primes are $r$-derivatives. Thus $r_1$ is the equilibrium radius and $r_2$ the spinodal radius, where the bulk modulus vanishes. By `bulkModulus_pos_iff`, $B>0$ exactly for $r<r_2$. This is stability against uniform volume changes only; it does not address charge-density waves, spin polarisation or crystallisation. For the electron gas it also presumes that the neutralising background changes volume with the electrons; if the background is rigid, a negative $B$ is not by itself an instability.

## One factorisation, used three times

For $A,B>0$, set $R=(A/B)^{1/(p-q)}$. Then

$$Ar^{-p}-Br^{-q}=Br^{-p}\left(R^{p-q}-r^{p-q}\right).$$

The prefactor is positive and $r^{p-q}$ is strictly increasing, so the difference vanishes only at $r=R$ and is positive exactly below it. These are `energy_factor` and `energy_sign`.

Differentiation gives

$$e'=-apr^{-p-1}+bqr^{-q-1},$$
$$e''=ap(p+1)r^{-p-2}-bq(q+1)r^{-q-2}.$$

Hence

$$-re'=apr^{-p}-bqr^{-q},$$
$$r^2e''-(d-1)re'=ap(p+d)r^{-p}-bq(q+d)r^{-q}.$$

Both have the form already treated. Lean obtains $e''$ by applying `hasDerivAt_energy` twice; since that formula for $e'$ is available only at positive radii, `filter_upwards` supplies it throughout a neighbourhood of $r$. In `radial_derivatives`, the two powers are replaced by plain variables, and `field_simp` and `ring` finish the algebra.

For the ordering, the coefficient ratio $a/b$ is multiplied first by $p/q>1$ and then by $(p+d)/(q+d)>1$. Raising to the positive power $1/(p-q)$ preserves strict inequalities. Lean cross-multiplies the ratios and closes the comparisons with `nlinarith`.

The bulk modulus follows from $V'=wdr^{d-1}$ and the quotient rule:

$$P'=-\frac{e''-(d-1)e'/r}{wdr^{d-1}},$$
$$B=-\frac rd P'=\frac{r^2e''-(d-1)re'}{d^2V}.$$

The theorem `bulkModulus_eq` states this for any energy function whose derivative is differentiable at $r$. The sign of $B$ is therefore that of the numerator, which `energy_sign` settles.

## Numbers for the electron-gas exponents

For $p=2$, $q=1$ and $d=3$, the radii are $a/b$, $2a/b$ and $5a/(2b)$; the last is the upper limit for a positive bulk modulus in `bulkModulus_pos_iff_coulomb`. With $a=2$ and $b=1$ in matching units, they are $2$, $4$ and $5$. Direct substitution gives $e(2)=\tfrac24-\tfrac12=0$ and $e'(4)=-\tfrac4{64}+\tfrac1{16}=0$. At $r=5$, $e'=\tfrac1{125}$ and $e''=\tfrac2{625}$, so $25e''-10e'=\tfrac2{25}-\tfrac2{25}=0$.

Setting $d=1$ in the third expression leaves $r^2e''$, so the same argument locates the inflection point of $e$. Since $(p+d)/(q+d)$ decreases with $d$, for $d>1$ the bulk modulus vanishes at a smaller radius than $e''$: in the example, at $5$ instead of $6$. A positive curvature in $r$ therefore does not by itself ensure a positive bulk modulus.
